# Products of neighbour sums and sums over distinct neighbours span the same space when the one-neighbour functions are closed under multiplication

Some many-body interatomic potentials are written as sums of contributions from clusters of distinct neighbours of an atom. Replacing each cluster sum by a product of sums over single neighbours makes evaluation much cheaper, but the product also contains terms in which one neighbour is used twice. These terms can change the model. If the only one-neighbour function is $f(x)=x$, the square of the neighbour sum gives $x^2$ for an atom with a single neighbour at $x$. A sum over pairs of distinct neighbours vanishes there, and lower orders supply only a constant and a multiple of $x$. A fit in one basis then searches a different set of functions from a fit in the other.

The discrepancy disappears if the product of any two one-neighbour functions is again an allowed one-neighbour function. Under that condition the two bases span the same space at every maximal order $\nu$. This bears on linear atomic-cluster-expansion potentials, for an untruncated set of one-neighbour functions with this closure property.

## Environments and the two kinds of basis function

Let $X$ be the set of possible states of a neighbour, for instance its position relative to the central atom together with its chemical species. Nothing is assumed about $X$.

```lean
import Mathlib

open Finset

namespace CanonicalSelfInteracting

variable {X : Type*}
```

An environment $E$ consists of a number $n$ and states $x_0,\dots,x_{n-1}$ in $X$. The case $n=0$ is allowed, and so are coinciding states. Distinct neighbours are therefore neighbours with distinct labels. Because `Env X` collects all values of $n$, one basis function is defined on environments of every size.

```lean
/-- An atomic environment: a finite family of neighbours with states in `X`. -/
abbrev Env (X : Type*) := Σ n : ℕ, Fin n → X
```

For a real function $f$ on $X$, the neighbour sum is
$$A_f(E)=\sum_{j=0}^{n-1} f(x_j).$$

```lean
/-- The sum of a one-neighbour function over all neighbours. -/
def neighbourSum (f : X → ℝ) : Env X → ℝ := fun E => ∑ j, f (E.2 j)
```

For a tuple $\varphi=(\varphi_0,\dots,\varphi_{m-1})$ of such functions, the self-interacting basis function is
$$P_\varphi=\prod_{k=0}^{m-1}A_{\varphi_k}.$$
The name refers to repeated neighbours and has nothing to do with electronic self-interaction.

```lean
/-- The self-interacting basis function: a product of neighbour sums. -/
def selfProduct {m : ℕ} (φ : Fin m → X → ℝ) : Env X → ℝ :=
  fun E => ∏ k, neighbourSum (φ k) E
```

The canonical basis function admits only pairwise distinct indices:
$$D_\varphi(E)=\sum_{i_0,\dots,i_{m-1}\ \text{distinct}}\ \prod_{k=0}^{m-1}\varphi_k(x_{i_k}).$$
In Lean the index tuple is a map `i`, and distinctness is `Function.Injective i`. The tuples are ordered, so each cluster of $m$ neighbours appears $m!$ times, once for each assignment of the functions to its members. If $m>n$, the sum is zero.

```lean
/-- The canonical basis function: a sum over tuples of pairwise distinct neighbours of a
product of one-neighbour functions. -/
def distinctSum {m : ℕ} (φ : Fin m → X → ℝ) : Env X → ℝ :=
  fun E => ∑ i : Fin m → Fin E.1 with Function.Injective i, ∏ k, φ k (E.2 (i k))
```

Let $B$ be the set of allowed one-neighbour functions. The self-interacting space of order $\nu$ consists of all finite real linear combinations of the $P_\varphi$ with $m\le\nu$ and every $\varphi_k\in B$. Here $\nu$ bounds the number of distinct neighbours in a term; with the central atom included, the body order is at most $\nu+1$.

```lean
/-- The span of products of at most `ν` neighbour sums of functions in `B`. -/
def selfSpace (B : Set (X → ℝ)) (ν : ℕ) : Submodule ℝ (Env X → ℝ) :=
  Submodule.span ℝ {F | ∃ m, m ≤ ν ∧ ∃ φ : Fin m → X → ℝ, (∀ k, φ k ∈ B) ∧ F = selfProduct φ}
```

The canonical space is built in the same way from the $D_\varphi$. Neither definition imposes rotational symmetry.

```lean
/-- The span of sums over at most `ν` pairwise distinct neighbours of products of functions
in `B`. -/
def distinctSpace (B : Set (X → ℝ)) (ν : ℕ) : Submodule ℝ (Env X → ℝ) :=
  Submodule.span ℝ {F | ∃ m, m ≤ ν ∧ ∃ φ : Fin m → X → ℝ, (∀ k, φ k ∈ B) ∧ F = distinctSum φ}
```

## Multiplying a cluster sum by a neighbour sum

Take another one-neighbour function $\psi$ and replace $\varphi_k$ by $\psi\varphi_k$, leaving the other functions alone. At states $y_0,\dots,y_{m-1}$ only factor $k$ changes, so the whole product is multiplied by $\psi(y_k)$. Lean writes the modified tuple with `Function.update` and collects the extra factors, all of which are 1 except the one at $k$.

```lean
/-- Multiplying one factor of a product by `ψ`, taken at the neighbour of that factor,
multiplies the whole product by this value. -/
theorem prod_update {m : ℕ} (ψ : X → ℝ) (φ : Fin m → X → ℝ) (y : Fin m → X) (k : Fin m) :
    ∏ l, Function.update φ k (ψ * φ k) l (y l) = ψ (y k) * ∏ l, φ l (y l) := by
  calc _ = ∏ l, (if l = k then ψ (y k) else 1) * φ l (y l) := by
        refine Finset.prod_congr rfl fun l _ => ?_
        by_cases h : l = k
        · subst h
          simp
        · simp [h]
    _ = _ := by
        rw [Finset.prod_mul_distrib]
        simp
```

Now put $\psi$ in front of the tuple. The indices $(j,i_0,\dots,i_{m-1})$ are distinct exactly when the $i_k$ are distinct and $j$ is none of them. Hence
$$D_{(\psi,\varphi)}(E)=\sum_{i\ \text{distinct}}\ \sum_{j\notin\{i_0,\dots,i_{m-1}\}}\psi(x_j)\prod_k\varphi_k(x_{i_k}).$$
`Fin.cons` forms the longer tuple, and `Fin.consEquiv` separates its first index from the rest.

```lean
/-- A canonical sum with one more function is obtained by placing the additional neighbour
outside each tuple of distinct neighbours. -/
theorem distinctSum_cons {m : ℕ} (ψ : X → ℝ) (φ : Fin m → X → ℝ) (E : Env X) :
    distinctSum (Fin.cons ψ φ : Fin (m + 1) → X → ℝ) E =
      ∑ i : Fin m → Fin E.1 with Function.Injective i,
        ∑ j ∈ (univ.image i)ᶜ, ψ (E.2 j) * ∏ k, φ k (E.2 (i k)) := by
  unfold distinctSum
  rw [Finset.sum_filter, Finset.sum_filter,
    ← (Fin.consEquiv (fun _ : Fin (m + 1) => Fin E.1)).sum_comp, Fintype.sum_prod_type_right]
  refine Finset.sum_congr rfl fun i _ => ?_
  have hc : ∀ j, Function.Injective (Fin.cons j i : Fin (m + 1) → Fin E.1) ↔
      (∀ k, i k ≠ j) ∧ Function.Injective i := by
    intro j
    rw [Fin.cons_injective_iff]
    simp [Set.mem_range]
  by_cases hi : Function.Injective i
  · have hs : (univ.image i)ᶜ = univ.filter (fun j => ∀ k, i k ≠ j) := by
      ext j
      simp
    rw [if_pos hi, hs, Finset.sum_filter]
    refine Finset.sum_congr rfl fun j _ => ?_
    change (if Function.Injective (Fin.cons j i : Fin (m + 1) → Fin E.1) then
      ∏ k, (Fin.cons ψ φ : Fin (m + 1) → X → ℝ) k
        (E.2 ((Fin.cons j i : Fin (m + 1) → Fin E.1) k)) else 0) = _
    by_cases hj : ∀ k, i k ≠ j
    · rw [if_pos ((hc j).2 ⟨hj, hi⟩), if_pos hj, Fin.prod_univ_succ]
      rfl
    · rw [if_neg (fun h => hj ((hc j).1 h).1), if_neg hj]
  · rw [if_neg hi]
    exact Finset.sum_eq_zero fun j _ => if_neg (fun h => hi ((hc j).1 h).2)
```

In the product $A_\psi D_\varphi$ the index $j$ is unrestricted. For a fixed tuple of distinct $i_k$, it lies either outside the tuple or at exactly one of its entries:
$$\sum_j\psi(x_j)=\sum_{j\notin\{i_0,\dots,i_{m-1}\}}\psi(x_j)+\sum_k\psi(x_{i_k}).$$
Multiplying by $\prod_l\varphi_l(x_{i_l})$ and summing over the tuples gives
$$A_\psi D_\varphi=D_{(\psi,\varphi)}+\sum_{k=0}^{m-1}D_{(\varphi_0,\dots,\psi\varphi_k,\dots,\varphi_{m-1})}.$$
The last sum holds the self-interaction terms. Injectivity ensures that each neighbour in the tuple is counted once, which is where `Finset.sum_image` uses it.

```lean
/-- A neighbour sum times a canonical sum is the canonical sum with one more function plus
the self-interaction terms, in which the new function shares a neighbour with an old one. -/
theorem neighbourSum_mul_distinctSum {m : ℕ} (ψ : X → ℝ) (φ : Fin m → X → ℝ) :
    neighbourSum ψ * distinctSum φ = distinctSum (Fin.cons ψ φ : Fin (m + 1) → X → ℝ) +
      ∑ k, distinctSum (Function.update φ k (ψ * φ k)) := by
  funext E
  have h2 : ∑ k, distinctSum (Function.update φ k (ψ * φ k)) E =
      ∑ i : Fin m → Fin E.1 with Function.Injective i,
        ∑ k, ψ (E.2 (i k)) * ∏ l, φ l (E.2 (i l)) := by
    rw [Finset.sum_comm]
    refine Finset.sum_congr rfl fun k _ => ?_
    exact Finset.sum_congr rfl fun i _ => prod_update ψ φ (fun l => E.2 (i l)) k
  rw [Pi.mul_apply, Pi.add_apply, Finset.sum_apply, h2, distinctSum_cons,
    ← Finset.sum_add_distrib]
  change (∑ j, ψ (E.2 j)) * (∑ i : Fin m → Fin E.1 with Function.Injective i,
    ∏ k, φ k (E.2 (i k))) = _
  rw [Finset.mul_sum]
  refine Finset.sum_congr rfl fun i hi => ?_
  have hi' := (Finset.mem_filter.1 hi).2
  -- the new neighbour lies either outside or inside the tuple
  rw [← Finset.sum_mul, ← Finset.sum_mul, ← add_mul]
  congr 1
  rw [← Finset.sum_compl_add_sum (univ.image i), Finset.sum_image (fun a _ b _ h => hi' h)]
```

## Pair and triple sums from neighbour sums

For two functions the recursion reads
$$D_{(f,g)}=A_fA_g-A_{fg}.$$
Take three neighbours at $x=1,2,3$ and $f(x)=g(x)=x$. Then $A_f=6$ and $A_{f^2}=14$, so the sum over ordered pairs is $36-14=22$, which agrees with $2(1\cdot2+1\cdot3+2\cdot3)$. One more application gives $D_{(f,f,f)}=A_f^3-3A_{f^2}A_f+2A_{f^3}=216-252+72=36$, the six orderings of $1\cdot2\cdot3$.

In an energy evaluation, a canonical pair term with coefficient $c$ thus becomes $cA_fA_g-cA_{fg}$. The neighbour list is traversed to accumulate the three sums, with no loop over pairs. If $fg$ is a linear combination of the one-neighbour functions in the basis, the correction only shifts their coefficients. For polynomials on $\mathbb R^3$ up to a degree $p\ge1$, $fg$ can have degree $2p$. Such a truncated set is not closed under multiplication, and the equality proved below does not cover it.

## Equality at every order

Two facts keep the recursion inside $B$. Putting a function of $B$ in front of a tuple from $B$ gives another tuple from $B$.

```lean
/-- Adding a function of `B` in front of a tuple of functions of `B` gives such a tuple. -/
theorem cons_mem {B : Set (X → ℝ)} {m : ℕ} {ψ : X → ℝ} {φ : Fin m → X → ℝ}
    (hψ : ψ ∈ B) (hφ : ∀ k, φ k ∈ B) (k : Fin (m + 1)) :
    (Fin.cons ψ φ : Fin (m + 1) → X → ℝ) k ∈ B := by
  refine Fin.cases ?_ (fun j => ?_) k
  · exact hψ
  · exact hφ j
```

Replacing $\varphi_k$ by $\psi\varphi_k$ does so as well, provided that $B$ is closed under pointwise multiplication. This is the hypothesis `hB`.

```lean
/-- If `B` is closed under multiplication, multiplying one function of a tuple in `B` by a
function of `B` gives a tuple in `B`. -/
theorem update_mem {B : Set (X → ℝ)} (hB : ∀ f ∈ B, ∀ g ∈ B, f * g ∈ B) {m : ℕ}
    {ψ : X → ℝ} {φ : Fin m → X → ℝ} (hψ : ψ ∈ B) (hφ : ∀ k, φ k ∈ B) (k l : Fin m) :
    Function.update φ k (ψ * φ k) l ∈ B := by
  by_cases h : l = k
  · rw [h, Function.update_self]
    exact hB _ hψ _ (hφ k)
  · rw [Function.update_of_ne h]
    exact hφ l
```

The equality follows by induction on the number $m$ of functions. For $m=0$, both basis functions equal 1: one is an empty product, the other a sum over the single empty tuple.

Multiplication by $A_\psi$ with $\psi\in B$ raises the order of either space by at most one. For products this is immediate; for canonical sums it is the recursion (`hS` and `hD`). With $\varphi'=(\varphi_1,\dots,\varphi_m)$, the first inclusion comes from
$$P_{(\varphi_0,\dots,\varphi_m)}=A_{\varphi_0}P_{\varphi'}.$$
By induction $P_{\varphi'}$ is in the canonical space of one order less, and `hD` lifts the product. For the reverse inclusion, solve the recursion for its highest term:
$$D_{(\varphi_0,\dots,\varphi_m)}=A_{\varphi_0}D_{\varphi'}-\sum_{k=0}^{m-1}D_{(\varphi'_0,\dots,\varphi_0\varphi'_k,\dots,\varphi'_{m-1})}.$$
Every canonical sum on the right has only $m$ functions, so the induction hypothesis applies to each. It is needed at two maximal orders, which is why the induction is `generalizing ν`.

The device that carries the order-raising step from basis functions to whole spaces is `Submodule.comap`. Multiplication by $A_\psi$ is the linear map `LinearMap.mulLeft ℝ (neighbourSum ψ)`, and the comap of a space under it is the set of all $F$ for which $A_\psi F$ lies in that space. This set is itself a linear space. `Submodule.span_le` therefore reduces the inclusion to the generators, and linear combinations need no separate treatment.

```lean
/-- For `B` closed under multiplication, the self-interacting and the canonical basis
functions of order at most `ν` span the same space of functions of the environment. -/
theorem selfSpace_eq_distinctSpace (B : Set (X → ℝ)) (hB : ∀ f ∈ B, ∀ g ∈ B, f * g ∈ B)
    (ν : ℕ) : selfSpace B ν = distinctSpace B ν := by
  have h0 : ∀ φ : Fin 0 → X → ℝ, selfProduct φ = distinctSum φ := by
    intro φ
    funext E
    simp [selfProduct, distinctSum, Function.injective_of_subsingleton]
  -- a neighbour sum raises the order of either space by at most one
  have hD : ∀ μ, ∀ ψ ∈ B, distinctSpace B μ ≤
      (distinctSpace B (μ + 1)).comap (LinearMap.mulLeft ℝ (neighbourSum ψ)) := by
    intro μ ψ hψ
    refine Submodule.span_le.2 ?_
    rintro _ ⟨m, hm, φ, hφ, rfl⟩
    change neighbourSum ψ * distinctSum φ ∈ distinctSpace B (μ + 1)
    rw [neighbourSum_mul_distinctSum]
    exact add_mem (Submodule.subset_span ⟨m + 1, by omega, _, cons_mem hψ hφ, rfl⟩)
      (sum_mem fun k _ => Submodule.subset_span
        ⟨m, by omega, _, update_mem hB hψ hφ k, rfl⟩)
  have hS : ∀ μ, ∀ ψ ∈ B, selfSpace B μ ≤
      (selfSpace B (μ + 1)).comap (LinearMap.mulLeft ℝ (neighbourSum ψ)) := by
    intro μ ψ hψ
    refine Submodule.span_le.2 ?_
    rintro _ ⟨m, hm, φ, hφ, rfl⟩
    refine Submodule.subset_span ⟨m + 1, by omega, _, cons_mem hψ hφ, ?_⟩
    funext E
    exact (Fin.prod_univ_succ (fun k =>
      neighbourSum ((Fin.cons ψ φ : Fin (m + 1) → X → ℝ) k) E)).symm
  apply le_antisymm
  · refine Submodule.span_le.2 ?_
    rintro _ ⟨m, hm, φ, hφ, rfl⟩
    induction m generalizing ν with
    | zero => exact Submodule.subset_span ⟨0, hm, φ, hφ, h0 φ⟩
    | succ m ih =>
      obtain ⟨μ, rfl⟩ : ∃ μ, ν = μ + 1 := ⟨ν - 1, by omega⟩
      have e : selfProduct φ = neighbourSum (φ 0) * selfProduct (Fin.tail φ) :=
        funext fun E => Fin.prod_univ_succ (fun k => neighbourSum (φ k) E)
      rw [e]
      exact hD μ _ (hφ 0) (ih μ (by omega) (Fin.tail φ) (fun k => hφ k.succ))
  · refine Submodule.span_le.2 ?_
    rintro _ ⟨m, hm, φ, hφ, rfl⟩
    induction m generalizing ν with
    | zero => exact Submodule.subset_span ⟨0, hm, φ, hφ, (h0 φ).symm⟩
    | succ m ih =>
      obtain ⟨μ, rfl⟩ : ∃ μ, ν = μ + 1 := ⟨ν - 1, by omega⟩
      have ht : ∀ k, Fin.tail φ k ∈ B := fun k => hφ k.succ
      -- solve the recursion for the canonical sum of highest order
      have hr := neighbourSum_mul_distinctSum (φ 0) (Fin.tail φ)
      have hc : (Fin.cons (φ 0) (Fin.tail φ) : Fin (m + 1) → X → ℝ) = φ :=
        Fin.cons_self_tail φ
      rw [hc] at hr
      rw [eq_sub_of_add_eq hr.symm]
      exact sub_mem (hS μ _ (hφ 0) (ih μ (by omega) _ ht))
        (sum_mem fun k _ => ih (μ + 1) (by omega) _ (update_mem hB (hφ 0) ht k))
```

A unital algebra of real functions on $X$, such as all polynomials in the coordinates when $X=\mathbb R^3$, is closed under multiplication, so the equality applies to it. Its unit and its linear structure play no part in the argument.

```lean
/-- For a unital algebra `B` of real one-neighbour functions, the self-interacting and the
canonical basis functions of order at most `ν` span the same space. -/
theorem selfSpace_eq_distinctSpace_subalgebra (B : Subalgebra ℝ (X → ℝ)) (ν : ℕ) :
    selfSpace (B : Set (X → ℝ)) ν = distinctSpace (B : Set (X → ℝ)) ν :=
  selfSpace_eq_distinctSpace _ (fun _ hf _ hg => B.mul_mem hf hg) ν
```

## A linear space of functions is not enough

Let $X=\mathbb R$ and let $B$ consist of the multiples of $f(x)=x$. This $B$ is closed under linear combinations, yet the two spaces differ at order two. With one neighbour at $x$, canonical functions of orders 0, 1 and 2 take the values $1$, $cx$ and $0$, where $c$ is real. Every $F$ in their span is therefore affine in $x$ on these environments, and
$$F(2)-2F(1)+F(0)=0.$$
The self-interacting function $A_f^2$ takes the value $x^2$, for which the same expression is $4-2+0=2$. If $x$ is read as a position relative to the central atom, a neighbour at $x=0$ is unphysical, but the points $1,2,3$ serve equally well: $F(3)-2F(2)+F(1)$ vanishes for affine $F$ and equals $9-8+1=2$ for $x^2$. In Lean, `Submodule.span_induction` extends the vanishing second difference from the generators to the whole canonical space, and assuming equality of the spaces then gives a contradiction.

```lean
/-- For the linear space of one-neighbour functions spanned by `f(x) = x` on the real line,
the self-interacting and the canonical spaces of order two differ. -/
theorem selfSpace_ne_distinctSpace_linear :
    selfSpace (Submodule.span ℝ {(id : ℝ → ℝ)} : Set (ℝ → ℝ)) 2 ≠
      distinctSpace (Submodule.span ℝ {(id : ℝ → ℝ)} : Set (ℝ → ℝ)) 2 := by
  intro h
  have hs : selfProduct (fun _ : Fin 2 => (id : ℝ → ℝ)) ∈
      distinctSpace (Submodule.span ℝ {(id : ℝ → ℝ)} : Set (ℝ → ℝ)) 2 := by
    rw [← h]
    exact Submodule.subset_span
      ⟨2, le_rfl, _, fun _ => Submodule.mem_span_singleton_self _, rfl⟩
  -- with a single neighbour, canonical functions are affine: their second difference vanishes
  have key : ∀ F ∈ distinctSpace (Submodule.span ℝ {(id : ℝ → ℝ)} : Set (ℝ → ℝ)) 2,
      F ⟨1, fun _ => 2⟩ - 2 * F ⟨1, fun _ => 1⟩ + F ⟨1, fun _ => 0⟩ = 0 := by
    intro F hF
    refine Submodule.span_induction (p := fun F _ =>
      F ⟨1, fun _ => 2⟩ - 2 * F ⟨1, fun _ => 1⟩ + F ⟨1, fun _ => 0⟩ = 0) ?_ ?_ ?_ ?_ hF
    · rintro _ ⟨m, hm, φ, hφ, rfl⟩
      obtain ⟨a, c, hv⟩ : ∃ a c : ℝ, ∀ x : ℝ, distinctSum φ ⟨1, fun _ => x⟩ = a + c * x := by
        interval_cases m
        · refine ⟨1, 0, fun x => ?_⟩
          change (∑ i : Fin 0 → Fin 1 with Function.Injective i, ∏ k, φ k x) = _
          simp [Function.injective_of_subsingleton]
        · obtain ⟨c, hc⟩ := Submodule.mem_span_singleton.1 (hφ 0)
          refine ⟨0, c, fun x => ?_⟩
          change (∑ i : Fin 1 → Fin 1 with Function.Injective i, ∏ k, φ k x) = _
          simp [Function.injective_of_subsingleton, ← hc]
        · refine ⟨0, 0, fun x => ?_⟩
          rw [zero_mul, add_zero]
          exact Finset.sum_eq_zero fun i hi => absurd ((Finset.mem_filter.1 hi).2
            (Subsingleton.elim (α := Fin 1) (i 0) (i 1))) (by decide)
      rw [hv, hv, hv]
      ring
    · simp
    · intro F G _ _ hF hG
      simp only [Pi.add_apply]
      linear_combination hF + hG
    · intro a F _ hF
      simp only [Pi.smul_apply, smul_eq_mul]
      linear_combination a * hF
  have hv : ∀ x : ℝ, selfProduct (fun _ : Fin 2 => (id : ℝ → ℝ)) ⟨1, fun _ => x⟩ = x ^ 2 := by
    intro x
    change (∏ _k : Fin 2, ∑ _j : Fin 1, x) = x ^ 2
    simp
  have h2 := key _ hs
  rw [hv, hv, hv] at h2
  norm_num at h2

end CanonicalSelfInteracting
```

```lean
#print axioms CanonicalSelfInteracting.selfSpace_eq_distinctSpace
#print axioms CanonicalSelfInteracting.selfSpace_eq_distinctSpace_subalgebra
#print axioms CanonicalSelfInteracting.selfSpace_ne_distinctSpace_linear
```

```
'CanonicalSelfInteracting.selfSpace_eq_distinctSpace' depends on axioms: [propext, Classical.choice, Quot.sound]
'CanonicalSelfInteracting.selfSpace_eq_distinctSpace_subalgebra' depends on axioms: [propext, Classical.choice, Quot.sound]
'CanonicalSelfInteracting.selfSpace_ne_distinctSpace_linear' depends on axioms: [propext, Classical.choice, Quot.sound]
```
